# A semilocal Hamiltonian that respects its channels is inverted channel by channel

A semilocal Hamiltonian uses the potential V_l only on the partial waves of channel l. Here each V_l is still an operator on the whole space, as multiplication by a radial function V_l(r) is, so that K + V_l is one too and can have an ordinary inverse. A weaker condition, which looks at K + V_l on its own channel only, is treated further down.

All operators are elements of a ring `R`, in which products need not commute. Square matrices in a finite basis are the main example. The kinetic energy is taken here in such a discretised form, since unbounded operators with different domains do not form a ring. The finite type `ι` labels the channels.

```lean
import Mathlib

open Matrix

namespace SemilocalChannels

noncomputable section

variable {R ι : Type*} [Ring R] [Fintype ι]
```

The channel projectors P_l satisfy

P_l P_l = P_l,  P_i P_j = 0 for i ≠ j,  ∑ P_l = 1.

For angular momentum, finitely many channels can resolve the identity if the last projector collects all the remaining partial waves. Hermiticity is not required.

```lean
/-- Channel projectors: finitely many mutually orthogonal idempotents that sum to one. -/
structure IsResolution (P : ι → R) : Prop where
  idem : ∀ l, P l * P l = P l
  orth : ∀ i j, i ≠ j → P i * P j = 0
  complete : ∑ l, P l = 1
```

The Hamiltonian is

H = K + ∑ V_l P_l,

where K holds the kinetic energy and any local potential common to all channels. Replacing K by K − E, with E a number, turns the inverse of H into a resolvent.

```lean
/-- The semilocal Hamiltonian `K + ∑ V_l P_l`, with one potential for each channel. -/
def semilocal (K : R) (V P : ι → R) : R := K + ∑ l, V l * P l
```

An inverse must work from both sides: GA = 1 and AG = 1.

```lean
/-- `G` is a two-sided inverse of the operator `A`. -/
def Inverts (G A : R) : Prop := G * A = 1 ∧ A * G = 1
```

## One channel at a time

Multiply H by P_l from the right. Orthogonality removes every term of the sum except V_l P_l P_l = V_l P_l, so

H P_l = (K + V_l) P_l.

`Finset.sum_eq_single` picks out the surviving term.

```lean
/-- On channel `l` the semilocal Hamiltonian acts as the channel Hamiltonian `K + V_l`. -/
theorem semilocal_mul_channel {K : R} {V P : ι → R} (hP : IsResolution P) (l : ι) :
    semilocal K V P * P l = (K + V l) * P l := by
  unfold semilocal
  rw [add_mul, Finset.sum_mul, Finset.sum_eq_single l, mul_assoc, hP.idem, add_mul]
  · intro j _ hj
    rw [mul_assoc, hP.orth j l hj, mul_zero]
  · intro h
    exact absurd (Finset.mem_univ l) h
```

Now let K commute with every P_l, and each V_l with its own P_l. For angular momentum channels, spherical symmetry about one centre ensures this; a second atom would generally spoil it. Then H commutes with P_l. In the sum, the term j = l commutes by assumption, and for j ≠ l both products vanish:

P_l V_j P_j = P_l P_j V_j = 0,  V_j P_j P_l = 0.

```lean
/-- If `K` commutes with all channel projectors and each `V_l` with its own projector,
the semilocal Hamiltonian commutes with every channel projector. -/
theorem channel_commute {K : R} {V P : ι → R} (hP : IsResolution P)
    (hK : ∀ l, Commute (P l) K) (hV : ∀ l, Commute (P l) (V l)) (l : ι) :
    Commute (P l) (semilocal K V P) := by
  refine (hK l).add_right (Commute.sum_right _ _ _ fun j _ => ?_)
  by_cases h : j = l
  · subst h
    exact (hV j).mul_right (Commute.refl _)
  · -- different channels do not couple
    have h1 : P l * (V j * P j) = 0 := by
      rw [← (hV j).eq, ← mul_assoc, hP.orth l j (Ne.symm h), zero_mul]
    have h2 : V j * P j * P l = 0 := by
      rw [mul_assoc, hP.orth j l h, mul_zero]
    exact h1.trans h2.symm
```

Suppose that G_l commutes with P_l and inverts K + V_l on channel l, meaning

G_l (K + V_l) P_l = P_l,  (K + V_l) G_l P_l = P_l.

The two products with H are then

(∑ G_l P_l) H = ∑ G_l H P_l = ∑ G_l (K + V_l) P_l = ∑ P_l = 1,

H (∑ G_l P_l) = ∑ H P_l G_l = ∑ (K + V_l) G_l P_l = ∑ P_l = 1.

The proof rewrites 1 as ∑ P_l and compares the sums term by term.

```lean
/-- Let `K` commute with all projectors and `V_l` with `P_l`. Operators `G_l` that commute with
`P_l` and invert `K + V_l` on channel `l` assemble to the inverse of the Hamiltonian. -/
theorem inverse_of_channelwise {K : R} {V P G : ι → R} (hP : IsResolution P)
    (hK : ∀ l, Commute (P l) K) (hV : ∀ l, Commute (P l) (V l))
    (hG : ∀ l, Commute (P l) (G l))
    (hleft : ∀ l, G l * ((K + V l) * P l) = P l)
    (hright : ∀ l, (K + V l) * (G l * P l) = P l) :
    Inverts (∑ l, G l * P l) (semilocal K V P) := by
  constructor
  · rw [Finset.sum_mul, ← hP.complete]
    refine Finset.sum_congr rfl fun l _ => ?_
    rw [mul_assoc, (channel_commute hP hK hV l).eq, semilocal_mul_channel hP, hleft]
  · rw [Finset.mul_sum, ← hP.complete]
    refine Finset.sum_congr rfl fun l _ => ?_
    rw [← (hG l).eq, ← mul_assoc, semilocal_mul_channel hP, mul_assoc, (hG l).eq, hright]
```

If G_l is a full inverse of A_l = K + V_l, it commutes with P_l automatically, because A_l does:

P_l G_l = G_l A_l P_l G_l = G_l P_l A_l G_l = G_l P_l.

The two channel conditions follow at once, and therefore

H⁻¹ = ∑ (K + V_l)⁻¹ P_l.

For a one-particle Hamiltonian with a single spherical centre, in a finite basis of functions with definite angular momentum about that centre, a linear solve or a Green's function thus splits into separate channel problems.

```lean
/-- Let `K` commute with all projectors and `V_l` with `P_l`. If every `K + V_l` has an
inverse `G_l`, the semilocal Hamiltonian has the inverse `∑ G_l P_l`. -/
theorem semilocal_inverse {K : R} {V P G : ι → R} (hP : IsResolution P)
    (hK : ∀ l, Commute (P l) K) (hV : ∀ l, Commute (P l) (V l))
    (hG : ∀ l, Inverts (G l) (K + V l)) :
    Inverts (∑ l, G l * P l) (semilocal K V P) := by
  refine inverse_of_channelwise hP hK hV (fun l => ?_) (fun l => ?_) (fun l => ?_)
  · -- the inverse inherits the symmetry of the channel Hamiltonian
    have hA : P l * (K + V l) = (K + V l) * P l := ((hK l).add_right (hV l)).eq
    calc P l * G l = (G l * (K + V l)) * (P l * G l) := by rw [(hG l).1, one_mul]
      _ = G l * ((K + V l) * P l) * G l := by noncomm_ring
      _ = G l * (P l * (K + V l)) * G l := by rw [hA]
      _ = G l * P l * ((K + V l) * G l) := by simp only [mul_assoc]
      _ = G l * P l := by rw [(hG l).2, mul_one]
  · rw [← mul_assoc, (hG l).1, one_mul]
  · rw [← mul_assoc, (hG l).2, one_mul]
```

## When the inverse exists

The channel condition is also necessary. If X inverts H, the argument just given shows that X commutes with P_l, and then

X (K + V_l) P_l = X H P_l = P_l,

(K + V_l) X P_l = H P_l X = P_l H X = P_l.

So X itself serves as G in every channel. For the converse, `choose` collects one G_l per channel and the assembly theorem applies.

```lean
/-- Let `K` commute with all projectors and `V_l` with `P_l`. The semilocal Hamiltonian is
invertible exactly when each `K + V_l` is invertible on its own channel. -/
theorem invertible_iff_channelwise {K : R} {V P : ι → R} (hP : IsResolution P)
    (hK : ∀ l, Commute (P l) K) (hV : ∀ l, Commute (P l) (V l)) :
    (∃ X, Inverts X (semilocal K V P)) ↔
      ∀ l, ∃ G, Commute (P l) G ∧ G * ((K + V l) * P l) = P l ∧
        (K + V l) * (G * P l) = P l := by
  constructor
  · rintro ⟨X, hX⟩ l
    have hH := (channel_commute hP hK hV l).eq
    have hc : P l * X = X * P l := by
      calc P l * X = (X * semilocal K V P) * (P l * X) := by rw [hX.1, one_mul]
        _ = X * (semilocal K V P * P l) * X := by simp only [mul_assoc]
        _ = X * (P l * semilocal K V P) * X := by rw [hH]
        _ = X * P l * (semilocal K V P * X) := by simp only [mul_assoc]
        _ = X * P l := by rw [hX.2, mul_one]
    refine ⟨X, hc, ?_, ?_⟩
    · rw [← semilocal_mul_channel hP, ← mul_assoc, hX.1, one_mul]
    · rw [← hc, ← mul_assoc, ← semilocal_mul_channel hP, ← hH, mul_assoc, hX.2, mul_one]
  · intro h
    choose G hG hl hr using h
    exact ⟨_, inverse_of_channelwise hP hK hV hG hl hr⟩
```

Invertibility of K + V_l on the whole space is more than H needs. Take K = 0 and V_l = P_l. Then H = ∑ P_l P_l = 1, while K + V_l = P_l. If P_l were a unit, cancelling it in P_l P_l = P_l · 1 would give P_l = 1. This choice is purely algebraic, since the projector onto an angular momentum channel is not multiplication by a radial function. With radial potentials in a finite basis the same happens when a number E is an eigenvalue of K + V_l on some other channel but not an eigenvalue of H: then H − E has an inverse and K + V_l − E has none.

```lean
/-- With `K = 0` and `V_l = P_l` the semilocal Hamiltonian is the identity, although
`K + V_l` is not a unit for any projector `P_l` other than the identity. -/
theorem channel_units_not_necessary {P : ι → R} (hP : IsResolution P) (l : ι)
    (hl : P l ≠ 1) : semilocal 0 P P = 1 ∧ ¬ IsUnit (0 + P l) := by
  constructor
  · simp only [semilocal, hP.idem, hP.complete, zero_add]
  · intro h
    rw [zero_add] at h
    exact hl (h.mul_left_cancel ((hP.idem l).trans (mul_one _).symm))
```

## Two channels on a two-point grid

For a concrete case, take two channels, labelled 0 and 1, with two radial points each. An operator assigns a 2×2 matrix to each channel, and `gridP l` is the identity on channel l and zero on the other.

```lean
/-- Two channels, each with a two-point radial grid: the projector onto channel `l`. -/
def gridP (l : Fin 2) : Fin 2 → Matrix (Fin 2) (Fin 2) ℚ := fun c => if c = l then 1 else 0
```

In both channels K has 2 on the diagonal and −1 off it; the centrifugal term, which would differ between angular momenta, is left out. V_0 adds 1 at the first grid point and V_1 adds 1 at the second, so neither commutes with K. Both channel determinants are 3·2 − 1 = 5, which accounts for the fifths in the inverses. The proof checks each entry of the matrix product in one order; for square matrices the other order follows.

```lean
/-- The projectors `gridP`, a hopping matrix `K`, and potentials on the first or second grid
point meet all hypotheses of `semilocal_inverse`, with the displayed inverses. -/
theorem semilocal_inverse_witness :
    let K : Fin 2 → Matrix (Fin 2) (Fin 2) ℚ := fun _ => !![2, -1; -1, 2]
    let V : Fin 2 → Fin 2 → Matrix (Fin 2) (Fin 2) ℚ :=
      ![fun _ => !![1, 0; 0, 0], fun _ => !![0, 0; 0, 1]]
    let G : Fin 2 → Fin 2 → Matrix (Fin 2) (Fin 2) ℚ :=
      ![fun _ => !![2/5, 1/5; 1/5, 3/5], fun _ => !![3/5, 1/5; 1/5, 2/5]]
    IsResolution gridP ∧ (∀ l, Commute (gridP l) K) ∧ (∀ l, Commute (gridP l) (V l)) ∧
      ∀ l, Inverts (G l) (K + V l) := by
  intro K V G
  have hc : ∀ l (A : Fin 2 → Matrix (Fin 2) (Fin 2) ℚ), Commute (gridP l) A := by
    intro l A
    funext c
    by_cases h : c = l <;> simp [gridP, h]
  have h0 : (!![2/5, 1/5; 1/5, 3/5] : Matrix (Fin 2) (Fin 2) ℚ) *
      (!![2, -1; -1, 2] + !![1, 0; 0, 0]) = 1 := by
    ext i j
    fin_cases i <;> fin_cases j <;> norm_num [Matrix.mul_apply, Fin.sum_univ_succ]
  have h1 : (!![3/5, 1/5; 1/5, 2/5] : Matrix (Fin 2) (Fin 2) ℚ) *
      (!![2, -1; -1, 2] + !![0, 0; 0, 1]) = 1 := by
    ext i j
    fin_cases i <;> fin_cases j <;> norm_num [Matrix.mul_apply, Fin.sum_univ_succ]
  refine ⟨⟨?_, ?_, ?_⟩, fun l => hc l K, fun l => hc l (V l), Fin.forall_fin_two.mpr
    ⟨⟨funext fun _ => h0, funext fun _ => mul_eq_one_comm.mp h0⟩,
      ⟨funext fun _ => h1, funext fun _ => mul_eq_one_comm.mp h1⟩⟩⟩
  · intro l
    funext c
    by_cases h : c = l <;> simp [gridP, h]
  · intro i j hij
    funext c
    by_cases h : c = i
    · subst h
      simp [gridP, hij]
    · simp [gridP, h]
  · funext c
    simp [gridP, Finset.sum_apply]
```

## Spin-orbit coupling on one shell

From here on, l is the angular momentum quantum number of a fixed shell, and the ring admits real scalars. Let Λ = σ·L with ħ = 1. Since L × L = iL,

Λ² = L² + iσ·(L × L) = l(l+1) − Λ.

In Lean this relation is the hypothesis `IsSpinOrbit`; Pauli matrices and angular momentum operators are not constructed.

```lean
variable [Algebra ℝ R]

/-- The relation `Λ² = l(l+1) - Λ` obeyed by `Λ = σ·L` (with `ħ = 1`) on the shell `l`. -/
def IsSpinOrbit (l : ℕ) (Λ : R) : Prop := Λ * Λ = ((l : ℝ) * (l + 1)) • (1 : R) - Λ
```

The relation factorises as (Λ − l)(Λ + l + 1) = 0. The value Λ = l belongs to j = l + 1/2, with the projector

P₊ = (Λ + l + 1)/(2l + 1).

```lean
/-- The operator `(Λ + l + 1)/(2l + 1)`. For `Λ = σ·L` on the shell `l` it is the projector onto
`j = l + 1/2`. -/
def upper (l : ℕ) (Λ : R) : R := (2 * (l : ℝ) + 1)⁻¹ • (Λ + ((l : ℝ) + 1) • (1 : R))
```

The value Λ = −(l+1) belongs to j = l − 1/2, with the projector

P₋ = (l − Λ)/(2l + 1).

On an s shell Λ = 0, so P₋ = 0 and this channel is empty.

```lean
/-- The operator `(l - Λ)/(2l + 1)`. For `Λ = σ·L` on a shell with `l ≥ 1` it is the projector onto
`j = l - 1/2`. -/
def lower (l : ℕ) (Λ : R) : R := (2 * (l : ℝ) + 1)⁻¹ • ((l : ℝ) • (1 : R) - Λ)
```

The numerators add up to 2l + 1, so P₊ + P₋ = 1. Their product is

(Λ + l + 1)(l − Λ) = l(l+1) − Λ − Λ² = 0,

in either order. Idempotency follows: P₊ = P₊(P₊ + P₋) = P₊P₊, and likewise for P₋. The tactic `module` settles the linear algebra once Λ² has been replaced.

```lean
/-- The quadratic relation of `σ·L` on a shell makes the two spin-orbit operators
`upper` and `lower` a complete set of channel projectors. -/
theorem spinOrbit_resolution {l : ℕ} {Λ : R} (hΛ : IsSpinOrbit l Λ) :
    IsResolution ![upper l Λ, lower l Λ] := by
  have h : Λ * Λ = ((l : ℝ) * (l + 1)) • (1 : R) - Λ := hΛ
  have hd : (2 * (l : ℝ) + 1)⁻¹ * (2 * (l : ℝ) + 1) = 1 := inv_mul_cancel₀ (by positivity)
  have hs : upper l Λ + lower l Λ = 1 := by
    calc upper l Λ + lower l Λ = ((2 * (l : ℝ) + 1)⁻¹ * (2 * (l : ℝ) + 1)) • (1 : R) := by
          unfold upper lower
          module
      _ = 1 := by rw [hd, one_smul]
  have h1 : upper l Λ * lower l Λ = 0 := by
    simp only [upper, lower, smul_mul_assoc, mul_smul_comm, add_mul, mul_sub, mul_one,
      one_mul, h]
    module
  have h2 : lower l Λ * upper l Λ = 0 := by
    simp only [upper, lower, smul_mul_assoc, mul_smul_comm, sub_mul, mul_add, mul_one,
      one_mul, h]
    module
  -- idempotency follows from orthogonality and completeness
  have h3 : upper l Λ * upper l Λ = upper l Λ := by
    calc upper l Λ * upper l Λ = upper l Λ * (upper l Λ + lower l Λ) := by
          rw [mul_add, h1, add_zero]
      _ = upper l Λ := by rw [hs, mul_one]
  have h4 : lower l Λ * lower l Λ = lower l Λ := by
    calc lower l Λ * lower l Λ = lower l Λ * (upper l Λ + lower l Λ) := by
          rw [mul_add, h2, zero_add]
      _ = lower l Λ := by rw [hs, mul_one]
  refine ⟨Fin.forall_fin_two.mpr ⟨h3, h4⟩, ?_, (Fin.sum_univ_two _).trans hs⟩
  intro i j hij
  fin_cases i <;> fin_cases j
  · exact absurd rfl hij
  · exact h1
  · exact h2
  · exact absurd rfl hij
```

Let W be the radial strength multiplying σ·L; for a coupling ξ L·S this means W = ξ/2. Take lW and −(l+1)W as the two channel potentials. They add up to the spin-orbit term:

lW P₊ − (l+1)W P₋ = W [l(Λ + l + 1) − (l+1)(l − Λ)]/(2l + 1) = WΛ.

If K and W commute with Λ, they commute with both projectors, and `semilocal_inverse` gives

(K + WΛ)⁻¹ = (K + lW)⁻¹ P₊ + (K − (l+1)W)⁻¹ P₋.

Both full inverses are assumed, even for l = 0.

```lean
/-- Let `Λ` obey the relation of `σ·L` on shell `l` and commute with `K` and `W`. Inverses of
`K + l W` and `K - (l+1) W` then give the inverse of the spin-orbit Hamiltonian `K + W Λ`. -/
theorem spinOrbit_inverse {l : ℕ} {Λ K W Gp Gm : R} (hΛ : IsSpinOrbit l Λ)
    (hK : Commute Λ K) (hW : Commute Λ W)
    (hp : Inverts Gp (K + (l : ℝ) • W)) (hm : Inverts Gm (K - ((l : ℝ) + 1) • W)) :
    Inverts (Gp * upper l Λ + Gm * lower l Λ) (K + W * Λ) := by
  have hu : ∀ X : R, Commute Λ X → Commute (upper l Λ) X := fun X hX =>
    (hX.add_left ((Commute.one_left X).smul_left _)).smul_left _
  have hl : ∀ X : R, Commute Λ X → Commute (lower l Λ) X := fun X hX =>
    (((Commute.one_left X).smul_left _).sub_left hX).smul_left _
  have hd : (2 * (l : ℝ) + 1)⁻¹ * (2 * (l : ℝ) + 1) = 1 := inv_mul_cancel₀ (by positivity)
  rw [sub_eq_add_neg] at hm
  have h := semilocal_inverse (K := K) (V := ![(l : ℝ) • W, -(((l : ℝ) + 1) • W)])
    (G := ![Gp, Gm]) (spinOrbit_resolution hΛ)
    (Fin.forall_fin_two.mpr ⟨hu K hK, hl K hK⟩)
    (Fin.forall_fin_two.mpr ⟨(hu W hW).smul_right _, ((hl W hW).smul_right _).neg_right⟩)
    (Fin.forall_fin_two.mpr ⟨hp, hm⟩)
  -- the two channel potentials add up to the spin-orbit term
  have hsum : ((l : ℝ) • W) * upper l Λ + (-(((l : ℝ) + 1) • W)) * lower l Λ = W * Λ := by
    calc _ = ((2 * (l : ℝ) + 1)⁻¹ * (2 * (l : ℝ) + 1)) • (W * Λ) := by
          simp only [upper, lower, smul_mul_assoc, mul_smul_comm, mul_add, mul_sub, neg_mul,
            mul_one]
          module
      _ = W * Λ := by rw [hd, one_smul]
  have hH : semilocal K ![(l : ℝ) • W, -(((l : ℝ) + 1) • W)] ![upper l Λ, lower l Λ]
      = K + W * Λ := by
    unfold semilocal
    rw [Fin.sum_univ_two]
    exact congrArg (fun X => K + X) hsum
  rw [hH, Fin.sum_univ_two] at h
  exact h
```

On the p shell, the states with m_j = 1/2 are (m = 0, spin up) and (m = 1, spin down). In this basis Λ has the rows (0, √2) and (√2, −1), and squaring it gives 2 − Λ, as required for l = 1. With K = 4 and W = 1 the channel operators are 4 + 1 = 5 and 4 − 2 = 2, with inverses 1/5 and 1/2.

```lean
/-- The block of `σ·L` with `m_j = 1/2` on the p shell, with `K = 4` and `W = 1`, meets all
hypotheses of `spinOrbit_inverse`; the channel inverses are `1/5` and `1/2`. -/
theorem spinOrbit_inverse_witness :
    let Λ : Matrix (Fin 2) (Fin 2) ℝ := !![0, √2; √2, -1]
    let K : Matrix (Fin 2) (Fin 2) ℝ := (4 : ℝ) • 1
    IsSpinOrbit 1 Λ ∧ Commute Λ K ∧ Commute Λ 1 ∧
      Inverts ((1 / 5 : ℝ) • 1) (K + ((1 : ℕ) : ℝ) • 1) ∧
      Inverts ((1 / 2 : ℝ) • 1) (K - (((1 : ℕ) : ℝ) + 1) • 1) := by
  intro Λ K
  refine ⟨?_, (Commute.one_right Λ).smul_right _, Commute.one_right Λ, ⟨?_, ?_⟩, ⟨?_, ?_⟩⟩
  · unfold IsSpinOrbit
    ext i j
    fin_cases i <;> fin_cases j <;> norm_num [Λ, Matrix.mul_apply, Fin.sum_univ_succ]
  all_goals
    simp only [K, Nat.cast_one, smul_mul_assoc, mul_smul_comm, one_mul, mul_one]
    module

end

end SemilocalChannels
```

```lean
#print axioms SemilocalChannels.invertible_iff_channelwise
-- 'SemilocalChannels.invertible_iff_channelwise' depends on axioms: [propext, Classical.choice, Quot.sound]
#print axioms SemilocalChannels.channel_units_not_necessary
-- 'SemilocalChannels.channel_units_not_necessary' depends on axioms: [propext, Classical.choice, Quot.sound]
#print axioms SemilocalChannels.spinOrbit_inverse
-- 'SemilocalChannels.spinOrbit_inverse' depends on axioms: [propext, Classical.choice, Quot.sound]
```
